# For bounded non-negative pair coefficients, the pairwise r⁻⁶ attraction between an atom and a square-lattice layer is at most of order D⁻⁴

An atom sits at height D ≥ 1 over an infinite square lattice of unit spacing, and its attraction to the layer is modelled as a sum of pair terms c_mn/(m² + n² + D²)³, with no many-body contributions. The declaration `layer_upper` states that if every coefficient lies between 0 and b, this sum converges and its value S(D) satisfies D⁴ S(D) ≤ 64b. The attempt bounds each pair term by b/D² times the product of 1/(m² + D²) and 1/(n² + D²), so that the double sum is controlled by the square of a single chain sum. That chain sum is at most 8/D by the earlier theorem `chain_bound`, which gives the constant 64.

Lean 4 with Mathlib refuses this proof:

```lean
import Mathlib

open Filter Topology

namespace LayerUpper

noncomputable section

/-- Pair attraction `c_mn / (m² + n² + D²)³` between an atom at height `D ≠ 0` and the site
`p = (m, n)` of a square lattice with unit spacing. -/
def pairTerm (c : ℤ → ℤ → ℝ) (D : ℝ) (p : ℤ × ℤ) : ℝ :=
  c p.1 p.2 / ((p.1 : ℝ) ^ 2 + (p.2 : ℝ) ^ 2 + D ^ 2) ^ 3

/-- Total pairwise attraction `S(D)` between an atom at height `D ≠ 0` and the whole layer, if the
sum over the sites converges; a divergent sum is given the value zero. -/
def layerSum (c : ℤ → ℤ → ℝ) (D : ℝ) : ℝ := ∑' p : ℤ × ℤ, pairTerm c D p

/-- For `D ≥ 1` the sum of `1 / (n² + D²)` over a half-infinite chain converges and is at most
`4 / D`. -/
theorem half_chain_bound {D : ℝ} (hD : 1 ≤ D) :
    Summable (fun n : ℕ => 1 / ((n : ℝ) ^ 2 + D ^ 2)) ∧
      D * ∑' n : ℕ, 1 / ((n : ℝ) ^ 2 + D ^ 2) ≤ 4 := by
  have hD0 : 0 < D := by linarith
  -- partial sums are dominated by a telescoping sum
  have key : ∀ N : ℕ, ∑ n ∈ Finset.range N, 1 / ((n : ℝ) ^ 2 + D ^ 2)
      ≤ 4 / D - 4 / ((N : ℝ) + D) := by
    intro N
    induction N with
    | zero => simp
    | succ N ih =>
      have hN : (0 : ℝ) ≤ N := Nat.cast_nonneg N
      have step : 1 / ((N : ℝ) ^ 2 + D ^ 2) ≤ 4 / ((N : ℝ) + D) - 4 / ((N : ℝ) + 1 + D) := by
        rw [div_sub_div _ _ (by positivity) (by positivity),
          div_le_div_iff₀ (by positivity) (by positivity)]
        nlinarith [sq_nonneg ((N : ℝ) - D),
          mul_nonneg (by linarith : 0 ≤ (N : ℝ) + D) (by linarith : 0 ≤ (N : ℝ) + D - 1)]
      rw [Finset.sum_range_succ]
      push_cast
      linarith
  have bound : ∀ N : ℕ, ∑ n ∈ Finset.range N, 1 / ((n : ℝ) ^ 2 + D ^ 2) ≤ 4 / D := by
    intro N
    have h : 0 ≤ 4 / ((N : ℝ) + D) := by positivity
    linarith [key N]
  have pos : ∀ n : ℕ, 0 ≤ 1 / ((n : ℝ) ^ 2 + D ^ 2) := fun n => by positivity
  refine ⟨summable_of_sum_range_le pos bound, ?_⟩
  have h := Real.tsum_le_of_sum_range_le pos bound
  rw [le_div_iff₀ hD0] at h
  linarith

/-- For `D ≥ 1` the sum of `1 / (m² + D²)` over an infinite chain converges and is at most
`8 / D`. -/
theorem chain_bound {D : ℝ} (hD : 1 ≤ D) :
    Summable (fun m : ℤ => 1 / ((m : ℝ) ^ 2 + D ^ 2)) ∧
      D * ∑' m : ℤ, 1 / ((m : ℝ) ^ 2 + D ^ 2) ≤ 8 := by
  have hD0 : 0 < D := by linarith
  obtain ⟨hs, hT⟩ := half_chain_bound hD
  have hle : ∀ n : ℕ, 1 / (((-((n : ℤ) + 1) : ℤ) : ℝ) ^ 2 + D ^ 2)
      ≤ 1 / ((n : ℝ) ^ 2 + D ^ 2) := by
    intro n
    apply one_div_le_one_div_of_le (by positivity)
    push_cast
    nlinarith [(Nat.cast_nonneg n : (0 : ℝ) ≤ n)]
  have hs' : Summable (fun n : ℕ => 1 / (((-((n : ℤ) + 1) : ℤ) : ℝ) ^ 2 + D ^ 2)) :=
    Summable.of_nonneg_of_le (fun n => by positivity) hle hs
  have h1 : HasSum (fun n : ℕ => 1 / (((n : ℤ) : ℝ) ^ 2 + D ^ 2))
      (∑' n : ℕ, 1 / ((n : ℝ) ^ 2 + D ^ 2)) := by
    simpa only [Int.cast_natCast] using hs.hasSum
  -- join the two halves of the chain
  have h := HasSum.of_nat_of_neg_add_one (f := fun m : ℤ => 1 / ((m : ℝ) ^ 2 + D ^ 2))
    h1 hs'.hasSum
  refine ⟨h.summable, ?_⟩
  rw [h.tsum_eq, mul_add]
  have h2 := mul_le_mul_of_nonneg_left (hasSum_le hle hs'.hasSum hs.hasSum) hD0.le
  linarith

/-- If all coefficients lie between `0` and `b` and `D ≥ 1`, the layer sum converges and
`D⁴ S(D) ≤ 64 b`. -/
theorem layer_upper {b D : ℝ} {c : ℤ → ℤ → ℝ} (h0 : ∀ m n, 0 ≤ c m n)
    (hb : ∀ m n, c m n ≤ b) (hD : 1 ≤ D) :
    Summable (pairTerm c D) ∧ D ^ 4 * layerSum c D ≤ 64 * b := by
  have hD0 : 0 < D := by linarith
  have hb0 : 0 ≤ b := (h0 0 0).trans (hb 0 0)
  obtain ⟨hs, hT⟩ := chain_bound hD
  have pos : ∀ m : ℤ, 0 ≤ 1 / ((m : ℝ) ^ 2 + D ^ 2) := fun m => by positivity
  have H := (hs.hasSum.mul hs.hasSum (hs.mul_of_nonneg hs pos pos)).mul_left (b / D ^ 2)
  -- each pair term is bounded by a product of two chain terms
  have hle : ∀ p : ℤ × ℤ, pairTerm c D p ≤
      b / D ^ 2 * (1 / ((p.1 : ℝ) ^ 2 + D ^ 2) * (1 / ((p.2 : ℝ) ^ 2 + D ^ 2))) := by
    intro p
    have e : b / D ^ 2 * (1 / ((p.1 : ℝ) ^ 2 + D ^ 2) * (1 / ((p.2 : ℝ) ^ 2 + D ^ 2)))
        = b / (D ^ 2 * (((p.1 : ℝ) ^ 2 + D ^ 2) * ((p.2 : ℝ) ^ 2 + D ^ 2))) := by
      rw [div_mul_div_comm, div_mul_div_comm, one_mul, mul_one]
    rw [e]
    have x := sq_nonneg (p.1 : ℝ)
    have y := sq_nonneg (p.2 : ℝ)
    refine div_le_div₀ hb0 (hb _ _) (by positivity) ?_
    rw [pow_succ' _ 2, pow_two ((p.1 : ℝ) ^ 2 + (p.2 : ℝ) ^ 2 + D ^ 2)]
    exact mul_le_mul (by linarith)
      (mul_le_mul (by linarith) (by linarith) (by positivity) (by positivity))
      (by positivity) (by positivity)
  have hS : Summable (pairTerm c D) :=
    Summable.of_nonneg_of_le (fun p => div_nonneg (h0 _ _) (by positivity)) hle H.summable
  refine ⟨hS, ?_⟩
  have hsum := hasSum_le hle hS.hasSum H
  have hT0 := tsum_nonneg pos
  set T := ∑' m : ℤ, 1 / ((m : ℝ) ^ 2 + D ^ 2)
  calc D ^ 4 * layerSum c D ≤ D ^ 4 * (b / D ^ 2 * (T * T)) :=
        mul_le_mul_of_nonneg_left hsum (by positivity)
    _ = b * (D * T) ^ 2 := by field_simp
    _ ≤ b * 8 ^ 2 :=
        mul_le_mul_of_nonneg_left (pow_le_pow_left₀ (by positivity) hT 2) hb0
    _ = 64 * b := by ring

end

end LayerUpper
```

Compiling this gives:

```
Main.lean:105:14: error: don't know how to synthesize implicit argument `L`
  @tsum_nonneg ℤ ℝ ?m.757 Real.instAddCommMonoid Real.instPreorder Real.instIsOrderedAddMonoid
    PseudoMetricSpace.toUniformSpace.toTopologicalSpace HasSolidNorm.orderClosedTopology (fun i => 1 / (↑i ^ 2 + D ^ 2))
    pos
context:
b D : ℝ
c : ℤ → ℤ → ℝ
h0 : ∀ (m n : ℤ), 0 ≤ c m n
hb : ∀ (m n : ℤ), c m n ≤ b
hD : 1 ≤ D
hD0 : 0 < D
hb0 : 0 ≤ b
hs : Summable fun m => 1 / (↑m ^ 2 + D ^ 2)
hT : D * ∑' (m : ℤ), 1 / (↑m ^ 2 + D ^ 2) ≤ 8
pos : ∀ (m : ℤ), 0 ≤ 1 / (↑m ^ 2 + D ^ 2)
H :
  HasSum (fun i => b / D ^ 2 * (1 / (↑i.1 ^ 2 + D ^ 2) * (1 / (↑i.2 ^ 2 + D ^ 2))))
    (b / D ^ 2 * ((∑' (b : ℤ), 1 / (↑b ^ 2 + D ^ 2)) * ∑' (b : ℤ), 1 / (↑b ^ 2 + D ^ 2)))
hle : ∀ (p : ℤ × ℤ), pairTerm c D p ≤ b / D ^ 2 * (1 / (↑p.1 ^ 2 + D ^ 2) * (1 / (↑p.2 ^ 2 + D ^ 2)))
hS : Summable (pairTerm c D)
hsum :
  ∑' (b : ℤ × ℤ), pairTerm c D b ≤ b / D ^ 2 * ((∑' (b : ℤ), 1 / (↑b ^ 2 + D ^ 2)) * ∑' (b : ℤ), 1 / (↑b ^ 2 + D ^ 2))
⊢ SummationFilter ℤ
Main.lean:105:7: error: failed to infer `have` declaration type
Main.lean:80:63: error: unsolved goals
b D : ℝ
c : ℤ → ℤ → ℝ
h0 : ∀ (m n : ℤ), 0 ≤ c m n
hb : ∀ (m n : ℤ), c m n ≤ b
hD : 1 ≤ D
hD0 : 0 < D
hb0 : 0 ≤ b
hs : Summable fun m => 1 / (↑m ^ 2 + D ^ 2)
hT : D * ∑' (m : ℤ), 1 / (↑m ^ 2 + D ^ 2) ≤ 8
pos : ∀ (m : ℤ), 0 ≤ 1 / (↑m ^ 2 + D ^ 2)
H :
  HasSum (fun i => b / D ^ 2 * (1 / (↑i.1 ^ 2 + D ^ 2) * (1 / (↑i.2 ^ 2 + D ^ 2))))
    (b / D ^ 2 * ((∑' (b : ℤ), 1 / (↑b ^ 2 + D ^ 2)) * ∑' (b : ℤ), 1 / (↑b ^ 2 + D ^ 2)))
hle : ∀ (p : ℤ × ℤ), pairTerm c D p ≤ b / D ^ 2 * (1 / (↑p.1 ^ 2 + D ^ 2) * (1 / (↑p.2 ^ 2 + D ^ 2)))
hS : Summable (pairTerm c D)
hsum :
  ∑' (b : ℤ × ℤ), pairTerm c D b ≤ b / D ^ 2 * ((∑' (b : ℤ), 1 / (↑b ^ 2 + D ^ 2)) * ∑' (b : ℤ), 1 / (↑b ^ 2 + D ^ 2))
⊢ D ^ 4 * layerSum c D ≤ 64 * b
```

Cause. The first message says that Lean cannot determine the implicit argument `L` of `tsum_nonneg`, a `SummationFilter ℤ`. The lemma covers sums taken along any such filter. The hypothesis `pos` fixes the summand but says only that each term is non-negative, so it does not reveal which filter is meant. As `have hT0 := tsum_nonneg pos` states no type, nothing else settles it.

The second message is the same failure seen from the `have`: its type would contain the unknown `L`, so it cannot be inferred. The third shows the bound `D ^ 4 * layerSum c D ≤ 64 * b` still open, because the proof stopped at this line, before the `calc` that is meant to prove it. It does not point to a fault in the estimate.

The repair states the type of `hT0` explicitly. The notation `∑' m : ℤ, …` without a filter annotation stands for the sum with the default, unconditional filter, and matching `tsum_nonneg pos` against that type fixes `L`.

Fix (accepted with no message):

```diff
@@ -103,5 +103,5 @@
   refine ⟨hS, ?_⟩
   have hsum := hasSum_le hle hS.hasSum H
-  have hT0 := tsum_nonneg pos
+  have hT0 : 0 ≤ ∑' m : ℤ, 1 / ((m : ℝ) ^ 2 + D ^ 2) := tsum_nonneg pos
   set T := ∑' m : ℤ, 1 / ((m : ℝ) ^ 2 + D ^ 2)
   calc D ^ 4 * layerSum c D ≤ D ^ 4 * (b / D ^ 2 * (T * T)) :=
```
